# For a positive definite Hessian, DFP corrections over a full conjugate set sum to the inverse

Near a minimum, a molecule's energy is approximately quadratic in n independent internal coordinates, with Hessian A. On the quadratic model surface, a geometry step s changes the gradient by y = A s. The Davidon–Fletcher–Powell (DFP) method uses such pairs to update an estimate of A⁻¹. How much of A⁻¹ do n steps supply?

If A is real, symmetric and positive definite, and the n nonzero steps are conjugate, meaning s_iᵀ A s_j = 0 for i ≠ j, they supply all of it:

Σ_i s_i s_iᵀ / (s_iᵀ A s_i) = A⁻¹.

## Linear solves and quasi-Newton updates

Applied to a vector b, the identity gives the expansion used by conjugate-direction solvers for A x = b:

x = Σ_i [(s_iᵀ b) / (s_iᵀ A s_i)] s_i.

In geometry optimisation, it provides an exact reference for a DFP routine on a quadratic model surface: after n conjugate steps with nonzero denominators, the estimate equals A⁻¹ in exact arithmetic.

## From conjugacy to the inverse

Write c_i = s_iᵀ A s_i. Positive definiteness makes every c_i positive. Let S have the steps as rows, and let D be diagonal with entries 1/c_i. The sum of corrections is

P = Sᵀ D S,

and conjugacy gives

(D S A Sᵀ)_ij = s_iᵀ A s_j / c_i = δ_ij.

Thus (D S A) Sᵀ = 1. Both factors are square, so Sᵀ (D S A) = 1 as well, which is P A = 1. Conversely, if P A = 1, the same entries force conjugacy. This equivalence needs only nonzero c_i, of either sign.

For the iteration, number the steps from 0, put y_k = A s_k, and let H_k be the estimate before step k. The update acts on a vector v as

H_{k+1} v = H_k v + [(s_kᵀ v)/(s_kᵀ y_k)] s_k − [(y_kᵀ H_k v)/(y_kᵀ H_k y_k)] H_k y_k.

Suppose both denominators are nonzero at every step. For v = y_k, the first and last terms cancel, leaving s_k. For v = y_j with j < k, induction gives H_k y_j = s_j. Both numerators, s_kᵀ A s_j and y_kᵀ s_j = s_jᵀ A s_k, vanish, so H_{k+1} y_j = s_j. Earlier secant equations therefore survive.

After n steps, H_n A s_i = s_i for every i, so H_n A P = P. Since A P = 1, H_n = P = A⁻¹. Adding up the updates gives

H_n = H_0 + P − Σ_k R_k, where R_k = H_k y_k y_kᵀ H_k / (y_kᵀ H_k y_k).

Hence the removal terms R_k sum to H_0.

## Two coupled coordinates

Take A = [[2, 1], [1, 2]], s_0 = (1, 0) and s_1 = (1, −2). Then A s_1 = (0, −3), so s_0ᵀ A s_1 = 0, with c_0 = 2 and c_1 = 6. The corrections give

[[1/2, 0], [0, 0]] + (1/6) [[1, −2], [−2, 4]] = (1/3) [[2, −1], [−1, 2]] = A⁻¹.

Starting from H_0 = 1, the removals are (1/5) [[4, 2], [2, 1]] and (1/5) [[1, −2], [−2, 4]], which sum to the identity.

## The Lean file

```lean
import Mathlib

open Matrix

namespace DFPConjugateSum

noncomputable section

variable {n : Type*} [Fintype n] [DecidableEq n]

/-- The DFP correction term `s sᵀ / (sᵀ y)` for a step `s` and gradient change `y`. -/
def dfpCorrection (s y : n → ℝ) : Matrix n n ℝ :=
  (s ⬝ᵥ y)⁻¹ • vecMulVec s s

/-- The DFP removal term `H y yᵀ H / (yᵀ H y)` for an inverse-Hessian estimate `H`. -/
def dfpRemoval (H : Matrix n n ℝ) (y : n → ℝ) : Matrix n n ℝ :=
  (y ⬝ᵥ H *ᵥ y)⁻¹ • (H * vecMulVec y y * H)

/-- The DFP update of an inverse-Hessian estimate: add the correction, subtract the removal. -/
def dfpUpdate (H : Matrix n n ℝ) (s y : n → ℝ) : Matrix n n ℝ :=
  H + dfpCorrection s y - dfpRemoval H y

/-- The DFP estimates on a quadratic surface with Hessian `A`, started from `H₀`, where the
step `s k` changes the gradient by `A s k`. -/
def dfpIter (A H₀ : Matrix n n ℝ) (s : ℕ → n → ℝ) : ℕ → Matrix n n ℝ
  | 0 => H₀
  | k + 1 => dfpUpdate (dfpIter A H₀ s k) (s k) (A *ᵥ s k)

omit [DecidableEq n] in
/-- The outer product `a bᵀ` sends `v` to `(bᵀ v) a`. -/
theorem outer_mulVec (a b v : n → ℝ) : vecMulVec a b *ᵥ v = (b ⬝ᵥ v) • a := by
  ext i
  simp only [Matrix.mulVec, dotProduct, Matrix.vecMulVec_apply, Pi.smul_apply, smul_eq_mul,
    Finset.sum_mul]
  exact Finset.sum_congr rfl fun j _ => by ring

omit [DecidableEq n] in
/-- A correction term sends `v` to the multiple `(sᵀ v) / (sᵀ y)` of the step `s`. -/
theorem correction_mulVec (s y v : n → ℝ) :
    dfpCorrection s y *ᵥ v = ((s ⬝ᵥ v) / (s ⬝ᵥ y)) • s := by
  simp only [dfpCorrection, Matrix.smul_mulVec, outer_mulVec, smul_smul, div_eq_inv_mul]

omit [DecidableEq n] in
/-- The action of the updated inverse-Hessian estimate on an arbitrary vector `v`. -/
theorem update_mulVec (H : Matrix n n ℝ) (s y v : n → ℝ) :
    dfpUpdate H s y *ᵥ v = H *ᵥ v + ((s ⬝ᵥ v) / (s ⬝ᵥ y)) • s
      - ((y ⬝ᵥ H *ᵥ v) / (y ⬝ᵥ H *ᵥ y)) • (H *ᵥ y) := by
  rw [dfpUpdate, Matrix.sub_mulVec, Matrix.add_mulVec, correction_mulVec]
  simp only [dfpRemoval, Matrix.smul_mulVec, ← Matrix.mulVec_mulVec, outer_mulVec,
    Matrix.mulVec_smul, smul_smul, div_eq_inv_mul]

/-- For as many steps as dimensions, all with nonzero curvature `sᵀ A s`, the correction terms
sum to an inverse of `A` exactly when the steps are mutually conjugate. -/
theorem sum_correction_mul_eq_one_iff (A : Matrix n n ℝ) (s : n → n → ℝ)
    (hc : ∀ i, s i ⬝ᵥ A *ᵥ s i ≠ 0) :
    (∑ i, dfpCorrection (s i) (A *ᵥ s i)) * A = 1 ↔
      ∀ i j, i ≠ j → s i ⬝ᵥ A *ᵥ s j = 0 := by
  -- the sum is `Sᵀ D S`, with the steps as rows of `S` and inverse curvatures in `D`
  have hP : ∑ i, dfpCorrection (s i) (A *ᵥ s i) =
      (Matrix.of s)ᵀ * (diagonal (fun i => (s i ⬝ᵥ A *ᵥ s i)⁻¹) * Matrix.of s) := by
    ext a b
    rw [Matrix.mul_apply, Matrix.sum_apply]
    refine Finset.sum_congr rfl fun i _ => ?_
    rw [Matrix.diagonal_mul]
    simp only [dfpCorrection, Matrix.smul_apply, Matrix.vecMulVec_apply,
      Matrix.transpose_apply, Matrix.of_apply, smul_eq_mul]
    ring
  have hE : ∀ i j, (diagonal (fun i => (s i ⬝ᵥ A *ᵥ s i)⁻¹) * Matrix.of s * A *
      (Matrix.of s)ᵀ) i j = (s i ⬝ᵥ A *ᵥ s i)⁻¹ * (s i ⬝ᵥ A *ᵥ s j) := by
    intro i j
    rw [Matrix.mul_assoc, Matrix.mul_assoc, Matrix.diagonal_mul]
    congr 1
  -- a one-sided inverse of a square matrix is two-sided
  rw [hP, Matrix.mul_assoc, mul_eq_one_comm]
  constructor
  · intro h i j hij
    have h' := congrFun (congrFun h i) j
    rw [hE, Matrix.one_apply_ne hij] at h'
    exact (mul_eq_zero.mp h').resolve_left (inv_ne_zero (hc i))
  · intro h
    ext i j
    rw [hE]
    by_cases hij : i = j
    · subst hij
      rw [Matrix.one_apply_eq, inv_mul_cancel₀ (hc i)]
    · rw [h i j hij, mul_zero, Matrix.one_apply_ne hij]

/-- For a positive definite Hessian `A` and a full set of nonzero conjugate steps, the DFP
correction terms `s sᵀ / (sᵀ A s)` sum to the inverse Hessian. -/
theorem sum_correction_eq_inv {A : Matrix n n ℝ} (hA : A.PosDef) (s : n → n → ℝ)
    (hs : ∀ i, s i ≠ 0) (hconj : ∀ i j, i ≠ j → s i ⬝ᵥ A *ᵥ s j = 0) :
    ∑ i, dfpCorrection (s i) (A *ᵥ s i) = A⁻¹ := by
  have hc : ∀ i, s i ⬝ᵥ A *ᵥ s i ≠ 0 := by
    intro i
    have h := hA.dotProduct_mulVec_pos (hs i)
    rw [star_trivial] at h
    exact h.ne'
  exact (Matrix.inv_eq_left_inv ((sum_correction_mul_eq_one_iff A s hc).2 hconj)).symm

/-- For a positive definite `A` and a full set of nonzero conjugate steps, the solution `A⁻¹ b` of
`A x = b` is the sum of the steps, each with coefficient `(sᵀ b) / (sᵀ A s)`. -/
theorem inv_mulVec_eq_sum {A : Matrix n n ℝ} (hA : A.PosDef) (s : n → n → ℝ)
    (hs : ∀ i, s i ≠ 0) (hconj : ∀ i j, i ≠ j → s i ⬝ᵥ A *ᵥ s j = 0) (b : n → ℝ) :
    A⁻¹ *ᵥ b = ∑ i, ((s i ⬝ᵥ b) / (s i ⬝ᵥ A *ᵥ s i)) • s i := by
  rw [← sum_correction_eq_inv hA s hs hconj]
  have h := map_sum (AddMonoidHom.mk' (fun M : Matrix n n ℝ => M *ᵥ b)
    fun M N => Matrix.add_mulVec M N b) (fun i => dfpCorrection (s i) (A *ᵥ s i)) Finset.univ
  exact h.trans (Finset.sum_congr rfl fun i _ => correction_mulVec _ _ _)

omit [DecidableEq n] in
/-- After `m` DFP updates along conjugate steps with nonzero denominators, the estimate
satisfies the secant equations of all `m` steps. -/
theorem dfp_hereditary (A H₀ : Matrix n n ℝ) (s : ℕ → n → ℝ) (m : ℕ)
    (hconj : ∀ i < m, ∀ j < m, i ≠ j → s i ⬝ᵥ A *ᵥ s j = 0)
    (hc : ∀ k < m, s k ⬝ᵥ A *ᵥ s k ≠ 0)
    (hr : ∀ k < m, (A *ᵥ s k) ⬝ᵥ dfpIter A H₀ s k *ᵥ (A *ᵥ s k) ≠ 0) :
    ∀ j < m, dfpIter A H₀ s m *ᵥ (A *ᵥ s j) = s j := by
  induction m with
  | zero => intro j hj; omega
  | succ m ih =>
    intro j hj
    rw [dfpIter, update_mulVec]
    rcases (show j < m ∨ j = m by omega) with h | h
    · -- conjugacy protects the earlier secant equations
      rw [ih (fun i hi k hk => hconj i (by omega) k (by omega))
        (fun k hk => hc k (by omega)) (fun k hk => hr k (by omega)) j h,
        hconj m (by omega) j hj (by omega), dotProduct_comm (A *ᵥ s m) (s j),
        hconj j hj m (by omega) (by omega)]
      simp
    · -- the newest secant equation holds by construction
      rw [h, div_self (hc m (by omega)), div_self (hr m (by omega)), one_smul, one_smul]
      abel

/-- In `N` dimensions, `N` DFP updates along conjugate steps with nonzero denominators
produce the exact inverse Hessian. -/
theorem dfp_termination {N : ℕ} (A H₀ : Matrix (Fin N) (Fin N) ℝ) (s : ℕ → Fin N → ℝ)
    (hconj : ∀ i < N, ∀ j < N, i ≠ j → s i ⬝ᵥ A *ᵥ s j = 0)
    (hc : ∀ k < N, s k ⬝ᵥ A *ᵥ s k ≠ 0)
    (hr : ∀ k < N, (A *ᵥ s k) ⬝ᵥ dfpIter A H₀ s k *ᵥ (A *ᵥ s k) ≠ 0) :
    dfpIter A H₀ s N = A⁻¹ := by
  have hPA := (sum_correction_mul_eq_one_iff A (fun i : Fin N => s i)
    (fun i => hc i i.isLt)).2
    (fun i j hij => hconj i i.isLt j j.isLt (fun h => hij (Fin.ext h)))
  -- the final estimate times `A` fixes every correction term
  have hfix : dfpIter A H₀ s N * (A * ∑ i : Fin N, dfpCorrection (s i) (A *ᵥ s i)) =
      ∑ i : Fin N, dfpCorrection (s i) (A *ᵥ s i) := by
    rw [Finset.mul_sum, Finset.mul_sum]
    refine Finset.sum_congr rfl fun i _ => ?_
    rw [dfpCorrection, Matrix.mul_smul, Matrix.mul_smul, Matrix.mul_vecMulVec,
      Matrix.mul_vecMulVec, dfp_hereditary A H₀ s N hconj hc hr i i.isLt]
  rw [mul_eq_one_comm.mp hPA, mul_one] at hfix
  rw [hfix]
  exact (Matrix.inv_eq_left_inv hPA).symm

/-- In `N` dimensions, over `N` DFP updates along conjugate steps with nonzero denominators, the
removal terms sum to the initial estimate `H₀`. -/
theorem sum_removal_eq_initial {N : ℕ} (A H₀ : Matrix (Fin N) (Fin N) ℝ)
    (s : ℕ → Fin N → ℝ)
    (hconj : ∀ i < N, ∀ j < N, i ≠ j → s i ⬝ᵥ A *ᵥ s j = 0)
    (hc : ∀ k < N, s k ⬝ᵥ A *ᵥ s k ≠ 0)
    (hr : ∀ k < N, (A *ᵥ s k) ⬝ᵥ dfpIter A H₀ s k *ᵥ (A *ᵥ s k) ≠ 0) :
    ∑ k ∈ Finset.range N, dfpRemoval (dfpIter A H₀ s k) (A *ᵥ s k) = H₀ := by
  -- telescope the updates
  have htel : ∀ m, dfpIter A H₀ s m + ∑ k ∈ Finset.range m,
      dfpRemoval (dfpIter A H₀ s k) (A *ᵥ s k) =
      H₀ + ∑ k ∈ Finset.range m, dfpCorrection (s k) (A *ᵥ s k) := by
    intro m
    induction m with
    | zero => simp [dfpIter]
    | succ m ih =>
      rw [Finset.sum_range_succ, Finset.sum_range_succ, ← add_assoc H₀, ← ih, dfpIter,
        dfpUpdate]
      abel
  have hPA := (sum_correction_mul_eq_one_iff A (fun i : Fin N => s i)
    (fun i => hc i i.isLt)).2
    (fun i j hij => hconj i i.isLt j j.isLt (fun h => hij (Fin.ext h)))
  have h := htel N
  rw [dfp_termination A H₀ s hconj hc hr, Matrix.inv_eq_left_inv hPA,
    Finset.sum_range (fun k => dfpCorrection (s k) (A *ᵥ s k)), add_comm H₀] at h
  exact add_left_cancel h

/-- A two-dimensional Hessian with coupled coordinates. -/
def demoHessian : Matrix (Fin 2) (Fin 2) ℝ := !![2, 1; 1, 2]

/-- The step `(1, 0)` followed by steps `(1, -2)`. -/
def demoStep (k : ℕ) : Fin 2 → ℝ := if k = 0 then ![1, 0] else ![1, -2]

/-- The first two demo steps are conjugate for the demo Hessian, and the DFP denominators of these
two steps are nonzero when the iteration starts from the identity. -/
theorem dfp_witness :
    (∀ i < 2, ∀ j < 2, i ≠ j → demoStep i ⬝ᵥ demoHessian *ᵥ demoStep j = 0) ∧
    (∀ k < 2, demoStep k ⬝ᵥ demoHessian *ᵥ demoStep k ≠ 0) ∧
    (∀ k < 2, (demoHessian *ᵥ demoStep k) ⬝ᵥ
      dfpIter demoHessian 1 demoStep k *ᵥ (demoHessian *ᵥ demoStep k) ≠ 0) := by
  refine ⟨?_, ?_, ?_⟩
  · intro i hi j hj hij
    interval_cases i <;> interval_cases j <;>
      first
      | exact absurd rfl hij
      | norm_num [demoHessian, demoStep, dotProduct, Matrix.mulVec, Fin.sum_univ_two]
  · intro k hk
    interval_cases k <;>
      norm_num [demoHessian, demoStep, dotProduct, Matrix.mulVec, Fin.sum_univ_two]
  · intro k hk
    interval_cases k
    · norm_num [dfpIter, demoHessian, demoStep, dotProduct, Matrix.mulVec, Fin.sum_univ_two]
    · change (demoHessian *ᵥ demoStep 1) ⬝ᵥ
        dfpUpdate 1 (demoStep 0) (demoHessian *ᵥ demoStep 0) *ᵥ
          (demoHessian *ᵥ demoStep 1) ≠ 0
      rw [update_mulVec]
      norm_num [demoHessian, demoStep, dotProduct, Matrix.mulVec, Fin.sum_univ_two]

end

end DFPConjugateSum
```

```lean
#print axioms DFPConjugateSum.sum_correction_eq_inv
#print axioms DFPConjugateSum.inv_mulVec_eq_sum
#print axioms DFPConjugateSum.sum_removal_eq_initial
```

```
'DFPConjugateSum.sum_correction_eq_inv' depends on axioms: [propext, Classical.choice, Quot.sound]
'DFPConjugateSum.inv_mulVec_eq_sum' depends on axioms: [propext, Classical.choice, Quot.sound]
'DFPConjugateSum.sum_removal_eq_initial' depends on axioms: [propext, Classical.choice, Quot.sound]
```

## Hypotheses, and the square-matrix step

In `sum_correction_eq_inv`, `s : n → n → ℝ` labels steps and coordinates by the same finite type, so there are as many steps as dimensions. `A.PosDef` includes symmetry, `⬝ᵥ` is the dot product and `*ᵥ` applies a matrix to a vector. Positive definiteness excludes the full Cartesian Hessian of a free molecule at a minimum: translations and rotations give it zero eigenvalues, so it has no inverse.

The proof turns on `mul_eq_one_comm`, which for square matrices B and C says that B C = 1 exactly when C B = 1. In `sum_correction_mul_eq_one_iff`, `hP` factorises the sum, `hE` computes the entries, and this lemma moves Sᵀ from left to right. With fewer steps than dimensions, D S A Sᵀ could still be an identity matrix, but P would lack full rank.

`inv_mulVec_eq_sum` applies the sum to b. `update_mulVec` supplies the action used by the induction in `dfp_hereditary`; `dfp_termination` obtains H_N = A⁻¹ through `hfix`, and `sum_removal_eq_initial` telescopes through `htel`.

These iteration theorems assume conjugacy in both orders, nonzero curvatures (`hc`) and nonzero removal denominators (`hr`), but not positive definiteness. Physically, `hc` excludes steps along which the quadratic energy has no curvature, and `hr` excludes gradient changes to which the current estimate assigns zero inverse curvature. `dfp_witness` verifies all three conditions for the example above.

The steps are given, not generated by a line search, and the arithmetic is exact. Anharmonic surfaces and rounding errors are not treated.
